# For a projector P onto k modes, det(1 + cP) = (1 + c)^k is the partition function of k degenerate free-fermion modes

## Replacing a large determinant by a power

The grand-canonical partition function of non-interacting fermions equals the determinant of one plus the matrix of one-particle Boltzmann weights. If only one degenerate level can be occupied, that matrix is \(cP\), where \(P\) projects onto the level, and the \(n\times n\) determinant can be replaced by \((1+c)^k\), with \(k\) the number of modes in the level, each spin state of an orbital counted as its own mode. For energy \(\varepsilon\), chemical potential \(\mu\) and inverse temperature \(\beta\), the weight is \(c=e^{-\beta(\varepsilon-\mu)}\). States outside the level have weight zero and stay empty.

In code, for real \(c>-1\), the logarithm of the determinant is `k * log1p(c)`, which also serves as a check on a general log-determinant routine. In a non-orthogonal atomic-orbital basis with overlap matrix \(S\), orbital coefficients \(C\) satisfy \(C^\dagger SC=1\). Then \(A=C\) and \(B=C^\dagger S\) give the projector \(P=CC^\dagger S\), which need not be a Hermitian matrix.

## Modes, dual modes and occupation sets

Let \(A\) be an \(n\times k\) matrix whose columns are the modes, and \(B\) a \(k\times n\) matrix whose rows are the dual modes. The condition \(BA=1\) says that each dual mode picks out its own mode and no other; the modes themselves need not be orthogonal. Put \(P=AB\).

The partition function sums over occupation-number states. Each is given by a set \(s\) of occupied modes, so the Pauli principle is built in. If mode \(i\) has weight \(w_i\), the state has weight \(\prod_{i\in s}w_i\). This product form stands for the absence of interactions: energies add, so Boltzmann factors multiply. The partition function is

\[
Z(w)=\sum_s\prod_{i\in s}w_i .
\]

The main theorem says that \(\det(1+cP)\) equals \(Z\) with all weights equal to \(c\), and also equals \((1+c)^k\).

## From the occupation sum to the determinant

In the product \(\prod_i(1+w_i)\), choosing \(w_i\) from some factors and 1 from the rest produces each occupation set once. Hence \(Z(w)=\prod_i(1+w_i)\).

The projector properties follow from \(BA=1\):

\[
P^2=A(BA)B=AB=P,\qquad \operatorname{tr}P=\operatorname{tr}(BA)=k .
\]

For the determinant, let \(U\) be \(n\times k\) and \(V\) be \(k\times n\). Eliminating either diagonal block gives

\[
\det(1+UV)=\det\begin{pmatrix}1&-U\\V&1\end{pmatrix}=\det(1+VU).
\]

With \(W=\operatorname{diag}(w)\), \(U=A\) and \(V=WB\),

\[
\det(1+AWB)=\det(1+WBA)=\det(1+W)=\prod_i(1+w_i)=Z(w).
\]

Equal weights make \(AWB=cP\), and the product becomes \((1+c)^k\). For \(k=0\) only the empty state remains, and both sides are 1.

## Particle number and Fermi occupation

Replacing \(c\) by a formal variable \(X\) gives \((1+X)^k\). The coefficient of \(X^N\) is \(\binom kN\), the number of ways to place \(N\) fermions in \(k\) modes.

Now suppose \(f(1+c)=c\). Using \(P^2=P\),

\[
(1+cP)(1-fP)=1+(c-f-cf)P=1,
\]
\[
cP(1-fP)=(c-cf)P=fP .
\]

Thus \(cP(1+cP)^{-1}=fP\). A single mode is empty with weight 1 or occupied with weight \(c\), so when \(1+c\) is invertible its mean occupation is \(c/(1+c)=f\). For the Boltzmann weight above, \(f=1/(e^{\beta(\varepsilon-\mu)}+1)\), the Fermi function.

## Every idempotent over a field

Let \(P^2=P\) over a field, and let \(r\) be its rank. Choose a basis of the range of \(P\). Let \(A\) be the inclusion of the range in the full space, and \(B\) the map \(P\) regarded as landing in its range. Then \(AB=P\). Since \(P(Px)=Px\), \(P\) acts as the identity on its range, so \(BA=1\). Therefore \(\det(1+cP)=(1+c)^r\).

## Two modes in three dimensions

Take

\[
A=\begin{pmatrix}1&0\\0&1\\1&1\end{pmatrix},\quad
B=\begin{pmatrix}1&0&0\\0&1&0\end{pmatrix},\quad
P=\begin{pmatrix}1&0&0\\0&1&0\\1&1&0\end{pmatrix}.
\]

With the ordinary dot product, the columns of \(A\) have length \(\sqrt2\), and their normalised overlap is \(1/2\). In an orthonormal basis this \(P\) is not Hermitian, so \(2P\) would not be the Boltzmann matrix of a Hermitian Hamiltonian. It is admissible in a non-orthogonal basis with overlap matrix \(S=\begin{pmatrix}2&1&-1\\1&2&-1\\-1&-1&1\end{pmatrix}\), where \(B=A^\dagger S\) and the two modes are orthonormal in the inner product given by \(S\). For \(c=2\),

\[
\det(1+2P)=\det\begin{pmatrix}3&0&0\\0&3&0\\2&2&1\end{pmatrix}=9 .
\]

The occupation sum is \(1+2+2+4=9\), and the occupation of each mode is \(f=2/3\).

## The statement in Lean

The types `n` and `k` label one-particle basis states and modes; both are finite, and the number written \(k\) above is `Fintype.card k`. Entries and weights lie in a commutative ring `R`, for example the integers, the real numbers or the complex numbers. The trace is therefore the number of modes read as an element of `R`. The hypothesis `hBA` is \(BA=1\), and `fockSum` is the sum over `Finset k`, defined without any determinant.

The model has finitely many modes and no interactions. It represents Fock states by their occupation sets and does not construct creation operators or a Fock-space trace.

```lean
import Mathlib

open Matrix Polynomial

namespace FermionProjectorDeterminant

variable {R n k : Type*} [CommRing R] [Fintype n] [DecidableEq n] [Fintype k] [DecidableEq k]

/-- The partition function of independent fermion modes with weights `w i`: the sum over all
sets of occupied modes of the product of their weights. -/
def fockSum (w : k → R) : R := ∑ s : Finset k, ∏ i ∈ s, w i

omit [DecidableEq k] in
/-- The sum over occupations factorises: each mode contributes one for empty plus its weight
for occupied. -/
theorem fockSum_eq_prod (w : k → R) : fockSum w = ∏ i, (1 + w i) := by
  rw [fockSum, Finset.prod_one_add, Finset.powerset_univ]

omit [DecidableEq n] in
/-- For modes `A` with dual modes `B`, the matrix `A * B` is idempotent and its trace is the number
of modes, read as an element of `R`. -/
theorem projector_idempotent_trace (A : Matrix n k R) (B : Matrix k n R) (hBA : B * A = 1) :
    (A * B) * (A * B) = A * B ∧ (A * B).trace = (Fintype.card k : R) := by
  constructor
  · calc (A * B) * (A * B) = A * (B * A) * B := by simp only [Matrix.mul_assoc]
      _ = A * B := by rw [hBA, Matrix.mul_one]
  · rw [Matrix.trace_mul_comm, hBA, Matrix.trace_one]

/-- For modes `A` with dual modes `B`, meaning `B * A = 1`, the determinant of one plus the
one-particle weight operator `A * diagonal w * B` is the partition function of fermion modes with
weights `w`. -/
theorem det_one_add_weights (A : Matrix n k R) (B : Matrix k n R) (hBA : B * A = 1)
    (w : k → R) : (1 + A * diagonal w * B).det = fockSum w := by
  have h : (1 : Matrix k k R) + diagonal w = diagonal (fun i => 1 + w i) := by
    rw [← diagonal_one, diagonal_add]
  -- move the determinant from the one-particle space to the space of modes
  rw [Matrix.mul_assoc, Matrix.det_one_add_mul_comm, Matrix.mul_assoc, hBA, Matrix.mul_one,
    h, det_diagonal, fockSum_eq_prod]

/-- For the projector `A * B` onto degenerate modes of common weight `c`, the determinant of
`1 + c • (A * B)` is their partition function, and it equals `1 + c` to the number of modes. -/
theorem det_one_add_smul_projector (A : Matrix n k R) (B : Matrix k n R) (hBA : B * A = 1)
    (c : R) :
    (1 + c • (A * B)).det = fockSum (fun _ : k => c) ∧
      (1 + c • (A * B)).det = (1 + c) ^ Fintype.card k := by
  have h : A * diagonal (fun _ : k => c) * B = c • (A * B) := by
    rw [← smul_one_eq_diagonal, Matrix.mul_smul, Matrix.mul_one, Matrix.smul_mul]
  have hdet := det_one_add_weights A B hBA (fun _ => c)
  rw [h] at hdet
  refine ⟨hdet, ?_⟩
  rw [hdet, fockSum_eq_prod, Finset.prod_const, Finset.card_univ]

/-- For modes `A` with dual modes `B` and a formal weight `X`, the coefficient of `X ^ N` in the
determinant of one plus `X` times `A * B` is the number of ways to place `N` fermions in the modes,
read as an element of `R`. -/
theorem coeff_det_fugacity (A : Matrix n k R) (B : Matrix k n R) (hBA : B * A = 1) (N : ℕ) :
    (1 + (X : R[X]) • (A * B).map (C : R →+* R[X])).det.coeff N
      = ((Fintype.card k).choose N : R) := by
  have h : B.map (C : R →+* R[X]) * A.map (C : R →+* R[X]) = 1 := by
    rw [← Matrix.map_mul, hBA]
    exact Matrix.map_one _ (map_zero _) (map_one _)
  rw [Matrix.map_mul, (det_one_add_smul_projector _ _ h X).2, Polynomial.coeff_one_add_X_pow]

/-- If `f * (1 + c) = c`, then `1 - f • P` is inverse to `1 + c • P` for the projector
`P = A * B`, and multiplying `c • P` by this inverse gives `f • P`. -/
theorem fermi_occupation (A : Matrix n k R) (B : Matrix k n R) (hBA : B * A = 1)
    (c f : R) (hf : f * (1 + c) = c) :
    (1 + c • (A * B)) * (1 - f • (A * B)) = 1 ∧
      (c • (A * B)) * (1 - f • (A * B)) = f • (A * B) := by
  have hP := (projector_idempotent_trace A B hBA).1
  generalize A * B = P at hP ⊢
  -- the scalar relation removes the component along the projector
  have key : (c - f - c * f) • P = 0 := by
    rw [show c - f - c * f = 0 by linear_combination -hf, zero_smul]
  constructor
  · simp only [add_mul, mul_sub, one_mul, mul_one, smul_mul_assoc, mul_smul_comm, hP]
    linear_combination (norm := module) key
  · simp only [mul_sub, mul_one, smul_mul_assoc, mul_smul_comm, hP]
    linear_combination (norm := module) key

/-- Over a field, every idempotent matrix is built from modes and dual modes, as many as
its rank. -/
theorem exists_modes {K : Type*} [Field K] (P : Matrix n n K) (hP : P * P = P) :
    ∃ (A : Matrix n (Fin P.rank) K) (B : Matrix (Fin P.rank) n K), B * A = 1 ∧ A * B = P := by
  -- choose a basis of the range; the modes include it and the dual modes project onto it
  let b : Module.Basis (Fin P.rank) K (LinearMap.range P.mulVecLin) :=
    Module.finBasisOfFinrankEq K (LinearMap.range P.mulVecLin) rfl
  let e := Pi.basisFun K n
  refine ⟨LinearMap.toMatrix b e (LinearMap.range P.mulVecLin).subtype,
    LinearMap.toMatrix e b P.mulVecLin.rangeRestrict, ?_, ?_⟩
  · have h : P.mulVecLin.rangeRestrict.comp (LinearMap.range P.mulVecLin).subtype
        = LinearMap.id := by
      apply LinearMap.ext
      rintro ⟨_, x, rfl⟩
      apply Subtype.ext
      change P *ᵥ (P *ᵥ x) = P *ᵥ x
      rw [Matrix.mulVec_mulVec, hP]
    rw [← LinearMap.toMatrix_comp b e b, h, LinearMap.toMatrix_id]
  · have h : (LinearMap.range P.mulVecLin).subtype.comp P.mulVecLin.rangeRestrict
        = P.mulVecLin := LinearMap.ext fun _ => rfl
    rw [← LinearMap.toMatrix_comp e b e, h, LinearMap.toMatrix_eq_toMatrix',
      ← Matrix.toLin'_apply', LinearMap.toMatrix'_toLin']

/-- For every idempotent matrix `P` over a field, the determinant of `1 + c • P` is `1 + c` to
the rank of `P`. -/
theorem det_one_add_smul_idempotent {K : Type*} [Field K] (P : Matrix n n K)
    (hP : P * P = P) (c : K) : (1 + c • P).det = (1 + c) ^ P.rank := by
  obtain ⟨A, B, hBA, hAB⟩ := exists_modes P hP
  have h := (det_one_add_smul_projector A B hBA c).2
  rwa [hAB, Fintype.card_fin] at h

/-- An integer example of two modes in three dimensions with a choice of dual modes: the product in
one order is the identity, and in the other order it is the displayed 3 by 3 matrix. -/
theorem modes_witness :
    (!![1, 0, 0; 0, 1, 0] : Matrix (Fin 2) (Fin 3) ℤ) *
        (!![1, 0; 0, 1; 1, 1] : Matrix (Fin 3) (Fin 2) ℤ) = 1 ∧
      (!![1, 0; 0, 1; 1, 1] : Matrix (Fin 3) (Fin 2) ℤ) *
        (!![1, 0, 0; 0, 1, 0] : Matrix (Fin 2) (Fin 3) ℤ)
        = !![1, 0, 0; 0, 1, 0; 1, 1, 0] := by
  constructor <;> ext i j <;> fin_cases i <;> fin_cases j <;>
    simp [Matrix.mul_apply, Fin.sum_univ_succ]

end FermionProjectorDeterminant
```

```lean
#print axioms FermionProjectorDeterminant.det_one_add_smul_projector
#print axioms FermionProjectorDeterminant.coeff_det_fugacity
#print axioms FermionProjectorDeterminant.fermi_occupation
#print axioms FermionProjectorDeterminant.det_one_add_smul_idempotent
```

```
'FermionProjectorDeterminant.det_one_add_smul_projector' depends on axioms: [propext, Classical.choice, Quot.sound]
'FermionProjectorDeterminant.coeff_det_fugacity' depends on axioms: [propext, Classical.choice, Quot.sound]
'FermionProjectorDeterminant.fermi_occupation' depends on axioms: [propext, Classical.choice, Quot.sound]
'FermionProjectorDeterminant.det_one_add_smul_idempotent' depends on axioms: [propext, Classical.choice, Quot.sound]
```

## How the proof follows the calculation

`fockSum_eq_prod` is the expansion of the product, supplied by `Finset.prod_one_add`. `projector_idempotent_trace` regroups the four factors around \(BA\), then uses cyclicity of the trace.

`det_one_add_weights` carries the central argument. `Matrix.det_one_add_mul_comm` moves the determinant to the \(k\times k\) side, `hBA` removes \(BA\), and `det_diagonal` leaves the product. `det_one_add_smul_projector` specialises this to a constant weight and yields both equalities of the main theorem.

`coeff_det_fugacity` regards the entries of \(A\) and \(B\) as constant polynomials, checks that their product is still 1, and applies the main theorem with weight `X`. In `fermi_occupation`, `key` records that \((c-f-cf)P=0\); after the products are expanded with \(P^2=P\), it closes both identities.

`exists_modes` writes the inclusion and the map onto the range as matrices. Its two composition identities give \(BA=1\) and \(AB=P\), from which `det_one_add_smul_idempotent` obtains the rank formula. `modes_witness` checks the two matrix products of the example entry by entry over the integers.
